# For radial functions vanishing at the inner radius, kinetic energy and the norm together bound the Coulomb form with cutoff-free constants

Suppose a radial code has its innermost radius at $a$, and the only available estimate of the nuclear attraction is $Z/r\le Z/a$. Every bound built on it then deteriorates as $a$ moves towards the nucleus. For $Z=1$ and $a=10^{-4}$, this estimate asks for an energy shift of $20\,000$ hartree before it guarantees that the shifted kinetic operator is a good preconditioner, with condition number at most 2. The bound below asks for a shift of 8, whatever $a$ is.

## The Hardy inequality and the Coulomb bound

Let $0<a<b$, and let $u$ be a real, continuously differentiable function on $[a,b]$ with $u(a)=0$. Here $u(r)=rR(r)$ is the reduced radial function of an s state with radial part $R$. In Hartree atomic units, write

$$K=\tfrac12\int_a^b u'^2\,dr,\qquad V=\int_a^b \frac{u^2}{r}\,dr,\qquad N=\int_a^b u^2\,dr .$$

Then

$$\int_a^b\frac{u^2}{r^2}\,dr\le 4\int_a^b u'^2\,dr,\qquad ZV\le \varepsilon K+\frac{2Z^2}{\varepsilon}N$$

for every real $Z$ and every $\varepsilon>0$. The constants contain neither $a$ nor $b$, and no basis enters. If $u(b)=0$ and $N=1$, then $K$ is the expectation value of the kinetic energy. If $u(b)\ne0$, boundary terms at $b$ can make the two differ, but the inequalities for $K$ as defined here still hold.

## Preconditioning a shifted radial Hamiltonian

For one electron in an s channel, inverse iteration at energy $-\sigma$ requires linear solves with $A=T-ZC+\sigma S$, where $T$, $C$ and $S$ are the kinetic, Coulomb and overlap matrices of a radial basis $\phi_i$, with $T_{ij}=\tfrac12\int_a^b\phi_i'\phi_j'\,dr$. Take $M=T+\sigma S$ as preconditioner. If $Z\ge0$, $0<\varepsilon<1$ and $\sigma\ge 2Z^2/\varepsilon^2$, the bound gives

$$(1-\varepsilon)\,c^{T}Mc\le c^{T}Ac\le c^{T}Mc$$

for every coefficient vector $c$, provided that the basis functions are linearly independent, continuously differentiable and zero at $a$, and that the matrix elements are exact integrals. The eigenvalues of $M^{-1}A$ therefore lie in $[1-\varepsilon,1]$, however many functions the basis has.

With $Z=1$, $\varepsilon=\tfrac12$ and $\sigma=8$, the condition number is at most 2. In a B-spline basis $M$ is banded and does not depend on $Z$, so one factorisation serves every charge with $0\le Z\le\varepsilon\sqrt{\sigma/2}$; each conjugate-gradient step then costs one product with $A$ and one banded solve. For a single charge there is a direct alternative, since $A$ is banded too and can itself be factorised. The large shift has a price in the outer iteration: for hydrogen with a small $a$ and a large box, the two lowest s levels lie near $-\tfrac12$ and $-\tfrac18$, so inverse iteration with $\sigma=8$ eventually multiplies the error of the ground-state vector by about $7.5/7.875\approx0.95$ per step, which is slow.

## Derivation from one total derivative

Since $u(a)=0$, integrating

$$\left(\frac{u^2}{r}\right)'=\frac{2uu'}{r}-\frac{u^2}{r^2}$$

over $[a,b]$ gives $u(b)^2/b$. Expanding the square on the right confirms that, at each $r$,

$$4u'^2=\frac{u^2}{r^2}+2\left(\frac{2uu'}{r}-\frac{u^2}{r^2}\right)+\left(2u'-\frac ur\right)^2 .$$

Integration yields the identity

$$4\int_a^b u'^2\,dr=\int_a^b\frac{u^2}{r^2}\,dr+\frac{2u(b)^2}{b}+\int_a^b\left(2u'-\frac ur\right)^2dr .$$

The last two terms are nonnegative, and dropping them leaves the Hardy inequality. In the limiting case $u=r-a$ with $a\to0$, the identity reads $4b=b+2b+b$.

For the Coulomb form, complete a square at each radius:

$$\frac{\varepsilon}{8}\frac{u^2}{r^2}+\frac{2Z^2}{\varepsilon}u^2-\frac{Zu^2}{r}=\frac{(\varepsilon u/r-4Zu)^2}{8\varepsilon}\ge0 .$$

Integrate, and use $\frac{\varepsilon}{8}\int u^2/r^2\le\frac{\varepsilon}{2}\int u'^2=\varepsilon K$. This is the stated bound. Setting $\varepsilon=1$ gives $K-ZV\ge-2Z^2N$.

If $2Z^2\le\varepsilon^2\sigma$, then $2Z^2/\varepsilon\le\varepsilon\sigma$, so $ZV\le\varepsilon(K+\sigma N)$. Subtracting $ZV$ from $K+\sigma N$ gives the lower preconditioning bound. The upper one holds because $ZV\ge0$ when $Z\ge0$.

To see that 4 is the best constant valid for all intervals, take $u=\sqrt r\,\log r$ on $[1,b]$ and put $L=\log b$. Then $u'=(\tfrac12\log r+1)/\sqrt r$, and

$$\int_1^b\frac{u^2}{r^2}\,dr=\int_1^b\frac{(\log r)^2}{r}\,dr=\frac{L^3}{3},$$

$$\int_1^b u'^2\,dr=\int_1^b\frac{(\frac12\log r+1)^2}{r}\,dr=\frac{L^3}{12}+\frac{L^2}{2}+L .$$

The ratio of the first integral to the second tends to 4 as $L\to\infty$, so any $C<4$ fails once $b$ is large enough.

## The Lean file

```lean
import Mathlib

open Set

namespace RadialHardy

noncomputable section

/-- A reduced radial function `u` on `[a, b]` with continuous derivative `du`
(one-sided at the end points) that vanishes at the inner radius `a`. -/
structure IsRadial (a b : ℝ) (u du : ℝ → ℝ) : Prop where
  hasDeriv : ∀ r ∈ Icc a b, HasDerivWithinAt u (du r) (Icc a b) r
  cont : ContinuousOn du (Icc a b)
  inner_zero : u a = 0

/-- The radial kinetic energy `½ ∫ u'²`, as a function of the derivative `du`. -/
def kinetic (a b : ℝ) (du : ℝ → ℝ) : ℝ := 1 / 2 * ∫ r in a..b, du r ^ 2

/-- The Coulomb form `∫ u²/r` for unit charge, on intervals with `0 < a < b`. -/
def coulomb (a b : ℝ) (u : ℝ → ℝ) : ℝ := ∫ r in a..b, u r ^ 2 / r

/-- The squared norm `∫ u²` of a reduced radial function. -/
def normSq (a b : ℝ) (u : ℝ → ℝ) : ℝ := ∫ r in a..b, u r ^ 2

variable {a b : ℝ} {u du : ℝ → ℝ}

/-- A reduced radial function is continuous on its interval. -/
theorem IsRadial.continuousOn (h : IsRadial a b u du) : ContinuousOn u (Icc a b) :=
  fun r hr => (h.hasDeriv r hr).continuousWithinAt

/-- For `0 < a < b` and a radial function vanishing at `a`, four times `∫ u'²` equals
`∫ u²/r²` plus a boundary term at `b` and the integral of a square. -/
theorem hardy_identity (ha : 0 < a) (hab : a < b) (h : IsRadial a b u du) :
    4 * ∫ r in a..b, du r ^ 2 =
      (∫ r in a..b, u r ^ 2 / r ^ 2) + 2 * (u b ^ 2 / b)
        + ∫ r in a..b, (2 * du r - u r / r) ^ 2 := by
  have hne : ∀ r ∈ Icc a b, r ≠ 0 := fun r hr => (lt_of_lt_of_le ha hr.1).ne'
  have hu := h.continuousOn
  have c1 : ContinuousOn (fun r => u r ^ 2 / r ^ 2) (Icc a b) :=
    (hu.pow 2).div (continuousOn_id.pow 2) (fun r hr => pow_ne_zero 2 (hne r hr))
  have c2 : ContinuousOn (fun r => 2 * u r * du r / r - u r ^ 2 / r ^ 2) (Icc a b) :=
    (((continuousOn_const.mul hu).mul h.cont).div continuousOn_id hne).sub c1
  have c3 : ContinuousOn (fun r => (2 * du r - u r / r) ^ 2) (Icc a b) :=
    ((continuousOn_const.mul h.cont).sub (hu.div continuousOn_id hne)).pow 2
  have cG : ContinuousOn (fun r => u r * u r / r) (Icc a b) :=
    (hu.mul hu).div continuousOn_id hne
  -- integrate the derivative of u²/r; only the outer boundary survives
  have hG : ∫ r in a..b, (2 * u r * du r / r - u r ^ 2 / r ^ 2) = u b ^ 2 / b := by
    rw [intervalIntegral.integral_eq_sub_of_hasDerivAt_of_le hab.le cG ?_
      (c2.intervalIntegrable_of_Icc hab.le), h.inner_zero]
    · ring
    · intro x hx
      have hx0 : x ≠ 0 := hne x (Ioo_subset_Icc_self hx)
      have hd := (h.hasDeriv x (Ioo_subset_Icc_self hx)).hasDerivAt
        (Icc_mem_nhds hx.1 hx.2)
      refine ((hd.fun_mul hd).fun_div (hasDerivAt_id' x) hx0).congr_deriv ?_
      field_simp
      ring
  have i1 := c1.intervalIntegrable_of_Icc (μ := MeasureTheory.volume) hab.le
  have i3 := c3.intervalIntegrable_of_Icc (μ := MeasureTheory.volume) hab.le
  have i2 : IntervalIntegrable
      (fun r => 2 * (2 * u r * du r / r - u r ^ 2 / r ^ 2)) MeasureTheory.volume a b :=
    (continuousOn_const.mul c2).intervalIntegrable_of_Icc hab.le
  have i12 : IntervalIntegrable
      (fun r => u r ^ 2 / r ^ 2 + 2 * (2 * u r * du r / r - u r ^ 2 / r ^ 2))
      MeasureTheory.volume a b := i1.add i2
  calc 4 * ∫ r in a..b, du r ^ 2 = ∫ r in a..b, 4 * du r ^ 2 :=
        (intervalIntegral.integral_const_mul _ _).symm
    _ = ∫ r in a..b, (u r ^ 2 / r ^ 2 + 2 * (2 * u r * du r / r - u r ^ 2 / r ^ 2)
          + (2 * du r - u r / r) ^ 2) := by
        congr 1
        funext r
        ring
    _ = _ := by
        rw [intervalIntegral.integral_add i12 i3, intervalIntegral.integral_add i1 i2,
          intervalIntegral.integral_const_mul, hG]

/-- Radial Hardy inequality: for `0 < a < b` and a radial function vanishing at `a`,
`∫ u²/r² ≤ 4 ∫ u'²`. -/
theorem hardy (ha : 0 < a) (hab : a < b) (h : IsRadial a b u du) :
    ∫ r in a..b, u r ^ 2 / r ^ 2 ≤ 4 * ∫ r in a..b, du r ^ 2 := by
  have hb : 0 < b := ha.trans hab
  have h1 : 0 ≤ u b ^ 2 / b := by positivity
  have h2 : 0 ≤ ∫ r in a..b, (2 * du r - u r / r) ^ 2 :=
    intervalIntegral.integral_nonneg hab.le (fun r _ => sq_nonneg _)
  linarith [hardy_identity ha hab h]

/-- For `0 < a < b`, a radial function vanishing at `a`, any charge `Z` and any `ε > 0`,
the Coulomb form is at most `ε` times the kinetic energy plus `2Z²/ε` times the
squared norm. -/
theorem coulomb_form_bound (ha : 0 < a) (hab : a < b) (h : IsRadial a b u du)
    (Z : ℝ) {ε : ℝ} (hε : 0 < ε) :
    Z * coulomb a b u ≤ ε * kinetic a b du + 2 * Z ^ 2 / ε * normSq a b u := by
  have hne : ∀ r ∈ Icc a b, r ≠ 0 := fun r hr => (lt_of_lt_of_le ha hr.1).ne'
  have hu := h.continuousOn
  have i0 : IntervalIntegrable (fun r => Z * (u r ^ 2 / r)) MeasureTheory.volume a b :=
    (continuousOn_const.mul ((hu.pow 2).div continuousOn_id hne)).intervalIntegrable_of_Icc
      hab.le
  have i1 : IntervalIntegrable (fun r => ε / 8 * (u r ^ 2 / r ^ 2))
      MeasureTheory.volume a b :=
    (continuousOn_const.mul ((hu.pow 2).div (continuousOn_id.pow 2)
      (fun r hr => pow_ne_zero 2 (hne r hr)))).intervalIntegrable_of_Icc hab.le
  have i2 : IntervalIntegrable (fun r => 2 * Z ^ 2 / ε * u r ^ 2)
      MeasureTheory.volume a b :=
    (continuousOn_const.mul (hu.pow 2)).intervalIntegrable_of_Icc hab.le
  have hm := intervalIntegral.integral_mono_on hab.le i0 (i1.add i2) (fun r hr => by
    -- complete the square at each radius
    have hr0 := hne r hr
    have e : ε / 8 * (u r ^ 2 / r ^ 2) + 2 * Z ^ 2 / ε * u r ^ 2 - Z * (u r ^ 2 / r)
        = (ε * (u r / r) - 4 * Z * u r) ^ 2 / (8 * ε) := by
      field_simp
      ring
    have p : 0 ≤ (ε * (u r / r) - 4 * Z * u r) ^ 2 / (8 * ε) := by positivity
    change Z * (u r ^ 2 / r) ≤ ε / 8 * (u r ^ 2 / r ^ 2) + 2 * Z ^ 2 / ε * u r ^ 2
    linarith)
  have hs := intervalIntegral.integral_add i1 i2
  have hm' := hm.trans_eq hs
  simp only [intervalIntegral.integral_const_mul] at hm'
  have hh := mul_le_mul_of_nonneg_left (hardy ha hab h) (by positivity : 0 ≤ ε / 8)
  unfold coulomb kinetic normSq
  linarith

/-- For `0 < a < b` and a radial function vanishing at `a`, the hydrogenic energy form
is at least `-2Z²` times the squared norm. -/
theorem energy_bounded_below (ha : 0 < a) (hab : a < b) (h : IsRadial a b u du) (Z : ℝ) :
    -(2 * Z ^ 2) * normSq a b u ≤ kinetic a b du - Z * coulomb a b u := by
  have := coulomb_form_bound ha hab h Z one_pos
  rw [div_one] at this
  linarith

/-- For `0 < a < b`, a radial function vanishing at `a`, `Z ≥ 0`, `ε > 0` and a shift `σ`
with `2Z² ≤ ε²σ`, the shifted hydrogenic form lies between `1 - ε` and `1` times the
shifted kinetic form. -/
theorem kinetic_preconditioner (ha : 0 < a) (hab : a < b) (h : IsRadial a b u du)
    {Z ε σ : ℝ} (hZ : 0 ≤ Z) (hε : 0 < ε) (hσ : 2 * Z ^ 2 ≤ ε ^ 2 * σ) :
    (1 - ε) * (kinetic a b du + σ * normSq a b u)
        ≤ kinetic a b du - Z * coulomb a b u + σ * normSq a b u ∧
      kinetic a b du - Z * coulomb a b u + σ * normSq a b u
        ≤ kinetic a b du + σ * normSq a b u := by
  have hN : 0 ≤ normSq a b u :=
    intervalIntegral.integral_nonneg hab.le (fun r _ => sq_nonneg _)
  have hV : 0 ≤ coulomb a b u :=
    intervalIntegral.integral_nonneg hab.le
      (fun r hr => div_nonneg (sq_nonneg _) (ha.le.trans hr.1))
  have hc : 2 * Z ^ 2 / ε ≤ ε * σ := by
    rw [div_le_iff₀ hε]
    linarith
  have h1 := mul_le_mul_of_nonneg_right hc hN
  have h2 := coulomb_form_bound ha hab h Z hε
  constructor
  · linarith
  · linarith [mul_nonneg hZ hV]

/-- The trial function `√r log r`, used for `r ≥ 1`. -/
def trial (r : ℝ) : ℝ := Real.sqrt r * Real.log r

/-- The function `(log r / 2 + 1) / √r`, used for `r ≥ 1`. -/
def trialDeriv (r : ℝ) : ℝ := (Real.log r / 2 + 1) / Real.sqrt r

/-- On `[1, b]` the trial function is a radial function vanishing at `1`, with derivative
`trialDeriv`. -/
theorem trial_isRadial (b : ℝ) : IsRadial 1 b trial trialDeriv where
  hasDeriv r hr := by
    have hr0 : 0 < r := lt_of_lt_of_le one_pos hr.1
    have hs : Real.sqrt r ≠ 0 := (Real.sqrt_pos.mpr hr0).ne'
    have e : Real.sqrt r * r⁻¹ = 1 / Real.sqrt r := by
      rw [eq_div_iff hs, mul_right_comm, Real.mul_self_sqrt hr0.le,
        mul_inv_cancel₀ hr0.ne']
    have hd : HasDerivAt trial (trialDeriv r) r := by
      refine ((Real.hasDerivAt_sqrt hr0.ne').fun_mul
        (Real.hasDerivAt_log hr0.ne')).congr_deriv ?_
      rw [e, trialDeriv]
      ring
    exact hd.hasDerivWithinAt
  cont r hr := by
    have hr0 : 0 < r := lt_of_lt_of_le one_pos hr.1
    exact ((((Real.continuousAt_log hr0.ne').div_const 2).add continuousAt_const).div
      Real.continuous_sqrt.continuousAt (Real.sqrt_pos.mpr hr0).ne').continuousWithinAt
  inner_zero := by simp [trial]

/-- The Hardy constant 4 is sharp: for every `C < 4` the trial function violates the
inequality with constant `C` on some interval `[1, b]`. -/
theorem hardy_constant_sharp {C : ℝ} (hC : C < 4) :
    ∃ b : ℝ, 1 < b ∧
      C * ∫ r in (1 : ℝ)..b, trialDeriv r ^ 2 < ∫ r in (1 : ℝ)..b, trial r ^ 2 / r ^ 2 := by
  have hd : 0 < 4 - C := by linarith
  obtain ⟨L, hL1, hL2⟩ : ∃ L : ℝ, 1 < L ∧ 72 < (4 - C) * L := by
    have hd0 : 4 - C ≠ 0 := hd.ne'
    have e : (4 - C) * (72 / (4 - C)) = 72 := by field_simp
    have p : 0 < 72 / (4 - C) := div_pos (by norm_num) hd
    refine ⟨72 / (4 - C) + 1, by linarith, ?_⟩
    rw [mul_add, e]
    linarith
  have hb : 1 < Real.exp L := Real.one_lt_exp_iff.mpr (by linarith)
  have hpos : ∀ x ∈ uIcc 1 (Real.exp L), 0 < x := by
    intro x hx
    rw [uIcc_of_le hb.le] at hx
    linarith [hx.1]
  have ht := trial_isRadial (Real.exp L)
  -- both integrals are elementary in the variable log r
  have I1 : ∫ r in (1 : ℝ)..Real.exp L, trial r ^ 2 / r ^ 2 = L ^ 3 / 3 := by
    rw [intervalIntegral.integral_eq_sub_of_hasDerivAt
      (f := fun x => Real.log x * Real.log x * Real.log x / 3) ?_ ?_]
    · simp only [Real.log_exp, Real.log_one]
      ring
    · intro x hx
      have hx0 := hpos x hx
      have hxn : x ≠ 0 := hx0.ne'
      have hl := Real.hasDerivAt_log hxn
      refine (((hl.fun_mul hl).fun_mul hl).div_const 3).congr_deriv ?_
      rw [trial, mul_pow, Real.sq_sqrt hx0.le]
      field_simp
      ring
    · exact ((ht.continuousOn.pow 2).div (continuousOn_id.pow 2) (fun r hr =>
        pow_ne_zero 2 (lt_of_lt_of_le one_pos hr.1).ne')).intervalIntegrable_of_Icc hb.le
  have I2 : ∫ r in (1 : ℝ)..Real.exp L, trialDeriv r ^ 2
      = L ^ 3 / 12 + L ^ 2 / 2 + L := by
    rw [intervalIntegral.integral_eq_sub_of_hasDerivAt
      (f := fun x => (Real.log x / 2 + 1) * (Real.log x / 2 + 1)
        * (Real.log x / 2 + 1) * (2 / 3)) ?_ ?_]
    · simp only [Real.log_exp, Real.log_one]
      ring
    · intro x hx
      have hx0 := hpos x hx
      have hg : HasDerivAt (fun y => Real.log y / 2 + 1) (x⁻¹ / 2) x :=
        ((Real.hasDerivAt_log hx0.ne').div_const 2).add_const 1
      refine (((hg.fun_mul hg).fun_mul hg).mul_const (2 / 3)).congr_deriv ?_
      rw [trialDeriv, div_pow, Real.sq_sqrt hx0.le]
      ring
    · exact (ht.cont.pow 2).intervalIntegrable_of_Icc hb.le
  refine ⟨Real.exp L, hb, ?_⟩
  rw [I1, I2]
  -- the cubic term wins for large L
  have h1 : 72 * L ^ 2 < (4 - C) * L * L ^ 2 :=
    mul_lt_mul_of_pos_right hL2 (by positivity)
  have h2 : 0 < (4 - C) * (L ^ 2 / 2 + L) := mul_pos hd (by positivity)
  have h3 : L < L ^ 2 := by nlinarith
  nlinarith [h1, h2, h3]

end

end RadialHardy
```

```lean
#print axioms RadialHardy.coulomb_form_bound
-- 'RadialHardy.coulomb_form_bound' depends on axioms: [propext, Classical.choice, Quot.sound]
#print axioms RadialHardy.energy_bounded_below
-- 'RadialHardy.energy_bounded_below' depends on axioms: [propext, Classical.choice, Quot.sound]
#print axioms RadialHardy.kinetic_preconditioner
-- 'RadialHardy.kinetic_preconditioner' depends on axioms: [propext, Classical.choice, Quot.sound]
#print axioms RadialHardy.hardy_constant_sharp
-- 'RadialHardy.hardy_constant_sharp' depends on axioms: [propext, Classical.choice, Quot.sound]
```

## What the theorems say about a radial function

`IsRadial a b u du` says that `du` is the derivative of `u` on the closed interval, one-sided at the ends, that `du` is continuous there, and that `u a = 0`. Values outside the interval play no role. The definitions `kinetic`, `coulomb` and `normSq` are $K$, $V$ and $N$; `coulomb` is nonnegative for $0<a<b$ and carries unit charge, so the hydrogenic energy form is `kinetic a b du - Z * coulomb a b u`. Nothing requires $N=1$. For nonzero $u$ with $u(b)=0$, dividing `energy_bounded_below` by $N$ puts the energy expectation value at or above $-2Z^2$. This is a safe bound and not a tight one: the hydrogenic ground-state energy is $-Z^2/2$.

The condition at $a$ represents a hard wall at the inner radius, or the regularity condition $u(0)=0$ moved to the first grid point. With no boundary condition at either end the Hardy inequality fails: $u=1$ has zero derivative but a positive left-hand side. At $b$ the function is free, so a box condition $u(b)=0$ is allowed too.

`kinetic_preconditioner` compares quadratic forms for one function at a time; the matrix and iteration statements above are consequences drawn in prose. Its lower bound is informative for $\varepsilon<1$. `hardy_constant_sharp` concerns a constant meant to serve every interval, and does not settle the best constant on a fixed $[a,b]$ or the best coefficient of $N$ in the Coulomb bound.

The model has one electron, a point nucleus, real functions and no centrifugal term. The theorems require $a>0$, and they do not treat quadrature error, rounding, or piecewise linear elements, whose derivatives jump.

## How the Lean proofs carry out the calculation

`IsRadial.continuousOn` supplies the continuity of `u` from which the integrability of the various terms follows. In `hardy_identity`, the step `hG` applies the fundamental theorem of calculus to $u^2/r$, `ring` verifies the pointwise expansion, and the integral is then split term by term. `hardy` proves the two extra terms nonnegative and finishes with `linarith`.

In `coulomb_form_bound`, the equation `e` is the completed square. `intervalIntegral.integral_mono_on` turns the pointwise inequality into one between integrals, and `hardy` multiplied by $\varepsilon/8$ brings in the kinetic energy. `energy_bounded_below` sets $\varepsilon=1$, while `kinetic_preconditioner` converts the condition on $\sigma$ into `hc` and combines the inequalities linearly.

For sharpness, `trial_isRadial` checks that the trial function is admissible. `hardy_constant_sharp` chooses $L=72/(4-C)+1$ and $b=e^L$, and obtains the two integrals `I1` and `I2` from explicit antiderivatives in $\log r$. Their difference is

$$\frac{L^3}{3}-C\left(\frac{L^3}{12}+\frac{L^2}{2}+L\right)=(4-C)\left(\frac{L^3}{12}+\frac{L^2}{2}+L\right)-2L^2-4L .$$

Because $(4-C)L>72$, the cubic term exceeds $6L^2$. Because $L>1$, the subtracted terms total less than $6L^2$. The difference is therefore positive, which the final `nlinarith` derives from `h1`, `h2` and `h3`.
